# Among finitely many binary phases, stability against mixtures of phases is equivalent to having a supporting slope

Once the energies of the candidate compounds in a binary A–B system have been computed, each compound is compared with the tie lines between its competitors: if it lies above one of them, it can lower its energy by decomposing. For a finite list of phases with fixed compositions and energies, this comparison, together with a check of polymorphs, settles stability against mixtures of any number of phases. A phase that passes also attains the minimum of $E-\mu x$, possibly tied with other phases, at some value of $\mu$, the zero-temperature difference in chemical potential between B and A.

## Phases, mixtures and slopes

Phase $i$ has composition $x_i$, the atomic fraction of B, and energy $E_i$ per atom. The phase under test is $k$. In Lean the labels form a type `ι`, and `x` and `E` are real-valued functions on it. The theorems for general `x` and `E` do not assume $0\le x_i\le 1$. What matters physically is that $x$ and $E$ are both counted per atom, so that both average with the same fractions in a mixture.

```lean
import Mathlib

open Finset

namespace BinaryHullStability

variable {ι : Type*} {x E : ι → ℝ} {k : ι} {μ : ℝ}
```

A mixture is a finite set $s$ of phases in which phase $i$ holds a fraction $w_i$ of all the atoms, with

$$w_i\ge 0,\qquad \sum_{i\in s} w_i=1,\qquad \sum_{i\in s} w_i x_i=c,$$

where $c$ is the mean composition. Its energy is $\sum_{i\in s} w_iE_i$, with no interfacial energy and no entropy of mixing.

```lean
/-- The phases in the finite set `s`, taken with fractions `w`, form a mixture of mean
composition `c`. -/
def IsMixture (x : ι → ℝ) (c : ℝ) (s : Finset ι) (w : ι → ℝ) : Prop :=
  (∀ i ∈ s, 0 ≤ w i) ∧ ∑ i ∈ s, w i = 1 ∧ ∑ i ∈ s, w i * x i = c
```

Phase $k$ is stable if every mixture with $c=x_k$ has energy at least $E_k$. Equality is allowed, so lying exactly on a tie line does not by itself make a phase unstable. A verdict of stable is relative to the phases listed: a missing competitor could overturn it.

```lean
/-- Phase `k` is stable: no mixture with its composition has energy below `E k`. -/
def IsStable (x E : ι → ℝ) (k : ι) : Prop :=
  ∀ (s : Finset ι) (w : ι → ℝ), IsMixture x (x k) s w → E k ≤ ∑ i ∈ s, w i * E i
```

A number $\mu$ is a supporting slope at $k$ if $E_k-\mu x_k\le E_i-\mu x_i$ for every $i$. Geometrically, the line of slope $\mu$ through $(x_k,E_k)$ has no phase below it.

```lean
/-- At slope `μ`, phase `k` has the lowest value of `E - μ x` among all phases. -/
def IsSupportingSlope (x E : ι → ℝ) (k : ι) (μ : ℝ) : Prop :=
  ∀ i, E k - μ * x k ≤ E i - μ * x i
```

## A supporting slope rules out decomposition

Multiply the slope inequality by $w_i\ge0$ and sum over a mixture of mean composition $x_k$:

$$\sum_{i\in s} w_i(E_k-\mu x_k)\le\sum_{i\in s} w_i(E_i-\mu x_i).$$

The fractions sum to one, so the left side is $E_k-\mu x_k$. The right side is $\sum_{i\in s} w_iE_i-\mu x_k$. Adding $\mu x_k$ to both gives stability. In the proof, `hsum` is the averaged inequality, and `hl` and `hr` evaluate its two sides. The number of available phases plays no role.

```lean
/-- A phase that minimizes `E - μ x` for some slope `μ` is stable, however many phases
there are. -/
theorem isStable_of_slope (h : IsSupportingSlope x E k μ) : IsStable x E k := by
  rintro s w ⟨hw, h1, hx⟩
  -- average the slope inequality over the mixture
  have hsum : ∑ i ∈ s, w i * (E k - μ * x k) ≤ ∑ i ∈ s, w i * (E i - μ * x i) :=
    Finset.sum_le_sum fun i hi => mul_le_mul_of_nonneg_left (h i) (hw i hi)
  have hl : ∑ i ∈ s, w i * (E k - μ * x k) = E k - μ * x k := by
    rw [← Finset.sum_mul, h1, one_mul]
  have hr : ∑ i ∈ s, w i * (E i - μ * x i) = ∑ i ∈ s, w i * E i - μ * x k := by
    rw [← hx, Finset.mul_sum, ← Finset.sum_sub_distrib]
    exact Finset.sum_congr rfl fun i _ => by ring
  linarith
```

## What one-phase and two-phase mixtures demand

If $x_i=x_k$, phase $i$ alone, with fraction 1, is a permitted mixture. Stability then gives $E_k\le E_i$.

```lean
/-- A stable phase has no polymorph of lower energy at the same composition. -/
theorem IsStable.le_polymorph (h : IsStable x E k) {i : ι} (hi : x i = x k) :
    E k ≤ E i := by
  have h1 := h {i} (fun _ => 1) ⟨by simp, by simp, by simp [hi]⟩
  simpa using h1
```

If $x_i<x_k<x_j$, the lever rule fixes the fraction of phase $i$:

$$p=\frac{x_j-x_k}{x_j-x_i},\qquad 0\le p\le1,\qquad p\,x_i+(1-p)x_j=x_k.$$

Stability gives $E_k\le pE_i+(1-p)E_j$. Multiplying by $x_j-x_i>0$, and using $(1-p)(x_j-x_i)=x_k-x_i$, yields

$$E_k(x_j-x_i)\le E_i(x_j-x_k)+E_j(x_k-x_i).$$

The Lean proof builds this mixture on the set `{i, j}`, and `linear_combination` verifies the lever-rule algebra.

```lean
/-- A stable phase lies on or below the tie line between any phase of smaller and any phase
of larger composition (lever rule, multiplied by the length of the tie line). -/
theorem IsStable.le_tieLine (h : IsStable x E k) {i j : ι} (hi : x i < x k)
    (hj : x k < x j) :
    E k * (x j - x i) ≤ E i * (x j - x k) + E j * (x k - x i) := by
  classical
  have hij : i ≠ j := by
    rintro rfl
    linarith
  have hd : 0 < x j - x i := by linarith
  -- the lever rule fixes the fraction `p` of phase `i`
  obtain ⟨p, hp0, hp1, hp⟩ : ∃ p : ℝ, 0 ≤ p ∧ p ≤ 1 ∧ p * (x j - x i) = x j - x k :=
    ⟨(x j - x k) / (x j - x i), div_nonneg (by linarith) hd.le,
      (div_le_one hd).2 (by linarith), div_mul_cancel₀ _ hd.ne'⟩
  have hE := h {i, j} (fun l => if l = i then p else 1 - p) (by
    refine ⟨fun l _ => ?_, ?_, ?_⟩
    · dsimp only
      split_ifs <;> linarith
    · rw [Finset.sum_pair hij]
      simp only [↓reduceIte, hij.symm]
      ring
    · rw [Finset.sum_pair hij]
      simp only [↓reduceIte, hij.symm]
      linear_combination -hp)
  rw [Finset.sum_pair hij] at hE
  simp only [↓reduceIte, hij.symm] at hE
  calc E k * (x j - x i) ≤ (p * E i + (1 - p) * E j) * (x j - x i) :=
        mul_le_mul_of_nonneg_right hE hd.le
    _ = E i * (x j - x k) + E j * (x k - x i) := by
        linear_combination (E i - E j) * hp
```

## The interval of allowed slopes

The slope condition can be rewritten as $E_k-E_i\le\mu(x_k-x_i)$. Its meaning depends on where phase $i$ lies:

- If $x_i<x_k$, division by $x_k-x_i>0$ gives $\dfrac{E_k-E_i}{x_k-x_i}\le\mu$.
- If $x_i=x_k$, the slope drops out and $E_k\le E_i$ remains.
- If $x_i>x_k$, the condition becomes $\mu\le\dfrac{E_i-E_k}{x_i-x_k}$.

Chords from the left therefore bound $\mu$ from below, and chords to the right bound it from above. The proof makes the same three-way split with `lt_trichotomy`.

```lean
/-- The supporting slopes at phase `k` are those between all chord slopes from the left and
all chord slopes to the right, provided no polymorph is lower in energy. -/
theorem isSupportingSlope_iff : IsSupportingSlope x E k μ ↔
    (∀ i, x i = x k → E k ≤ E i) ∧
    (∀ i, x i < x k → (E k - E i) / (x k - x i) ≤ μ) ∧
    (∀ i, x k < x i → μ ≤ (E i - E k) / (x i - x k)) := by
  constructor
  · intro h
    refine ⟨fun i hi => ?_, fun i hi => ?_, fun i hi => ?_⟩
    · have h1 := h i
      rw [hi] at h1
      linarith
    · rw [div_le_iff₀ (sub_pos.2 hi)]
      linarith [h i]
    · rw [le_div_iff₀ (sub_pos.2 hi)]
      linarith [h i]
  · rintro ⟨h0, hl, hr⟩ i
    rcases lt_trichotomy (x i) (x k) with hi | hi | hi
    · have h1 := (div_le_iff₀ (sub_pos.2 hi)).1 (hl i hi)
      linarith
    · rw [hi]
      linarith [h0 i hi]
    · have h1 := (le_div_iff₀ (sub_pos.2 hi)).1 (hr i hi)
      linarith
```

## Choosing a slope from a finite list

Assume that the polymorph and tie-line inequalities hold. If there are phases to the left of $k$, let $a$ be the one whose chord to $k$ has the largest signed slope, and set

$$\mu=\frac{E_k-E_a}{x_k-x_a}.$$

All lower bounds hold by this choice. For a phase $j$ on the right, the upper bound requires

$$\frac{E_k-E_a}{x_k-x_a}\le\frac{E_j-E_k}{x_j-x_k}.$$

Clearing the positive denominators gives

$$(E_k-E_a)(x_j-x_k)\le(E_j-E_k)(x_k-x_a),$$

and collecting the terms in $E_k$ turns this into the tie-line inequality for $a$ and $j$.

If $k$ is an end member with no phase on its left, the smallest chord slope to the right serves instead. If there is no phase on either side, $\mu=0$ works. The smallest instance is a list containing only $k$: it is stable, and every slope supports it.

The proof turns on `Finset.exists_max_image`. Given a nonempty finite set and a function into a linear order, it returns an element at which the function is largest, along with the inequality comparing it with every other element. Here the set is the phases with `x i < x k` and the function is the chord slope. After simplification, the returned inequality `hmax` is exactly the left-chord clause of `isSupportingSlope_iff`. The hypothesis `[Finite ι]` is what allows these phases to be gathered into a finite set.

```lean
/-- Among finitely many phases, one that passes the polymorph test and every two-phase
tie-line test has a supporting slope. -/
theorem exists_slope_of_tieLines [Finite ι] (h0 : ∀ i, x i = x k → E k ≤ E i)
    (h2 : ∀ i j, x i < x k → x k < x j →
      E k * (x j - x i) ≤ E i * (x j - x k) + E j * (x k - x i)) :
    ∃ μ, IsSupportingSlope x E k μ := by
  classical
  cases nonempty_fintype ι
  by_cases hL : ∃ i, x i < x k
  · -- take the chord from the left with the largest signed slope
    obtain ⟨a, ha, hmax⟩ := Finset.exists_max_image
      (Finset.univ.filter fun i => x i < x k) (fun i => (E k - E i) / (x k - x i))
      (by obtain ⟨i, hi⟩ := hL; exact ⟨i, by simp [hi]⟩)
    simp only [Finset.mem_filter, Finset.mem_univ, true_and] at ha hmax
    refine ⟨(E k - E a) / (x k - x a),
      isSupportingSlope_iff.2 ⟨h0, hmax, fun j hj => ?_⟩⟩
    rw [div_le_div_iff₀ (sub_pos.2 ha) (sub_pos.2 hj)]
    linarith [h2 a j ha hj]
  · by_cases hR : ∃ i, x k < x i
    · -- no phase on the left: take the chord to the right with the smallest signed slope
      obtain ⟨b, _, hmin⟩ := Finset.exists_min_image
        (Finset.univ.filter fun i => x k < x i) (fun i => (E i - E k) / (x i - x k))
        (by obtain ⟨i, hi⟩ := hR; exact ⟨i, by simp [hi]⟩)
      simp only [Finset.mem_filter, Finset.mem_univ, true_and] at hmin
      exact ⟨(E b - E k) / (x b - x k),
        isSupportingSlope_iff.2 ⟨h0, fun i hi => absurd ⟨i, hi⟩ hL, hmin⟩⟩
    · exact ⟨0, isSupportingSlope_iff.2
        ⟨h0, fun i hi => absurd ⟨i, hi⟩ hL, fun i hi => absurd ⟨i, hi⟩ hR⟩⟩
```

Stability supplies both inequalities, and these supply a slope. Conversely, a slope gives stability by averaging. This closes the equivalence, including for end members and for polymorphs that share a composition.

```lean
/-- Among finitely many binary phases, phase `k` is stable against all mixtures of its
composition if and only if it minimizes `E - μ x` for some slope `μ`. -/
theorem isStable_iff_exists_slope [Finite ι] :
    IsStable x E k ↔ ∃ μ, IsSupportingSlope x E k μ :=
  ⟨fun h => exists_slope_of_tieLines (fun _ hi => h.le_polymorph hi)
    (fun _ _ hi hj => h.le_tieLine hi hj), fun ⟨_, h⟩ => isStable_of_slope h⟩
```

The same chain justifies the practical test. Passing the polymorph and tie-line comparisons gives a slope, and the slope excludes every mixture, including those of three or more phases.

```lean
/-- Among finitely many binary phases, stability against all mixtures is equivalent to
stability against polymorphs and two-phase tie lines. -/
theorem isStable_iff_tieLines [Finite ι] : IsStable x E k ↔
    (∀ i, x i = x k → E k ≤ E i) ∧
    (∀ i j, x i < x k → x k < x j →
      E k * (x j - x i) ≤ E i * (x j - x k) + E j * (x k - x i)) :=
  ⟨fun h => ⟨fun _ hi => h.le_polymorph hi, fun _ _ hi hj => h.le_tieLine hi hj⟩,
    fun h => isStable_iff_exists_slope.2 (exists_slope_of_tieLines h.1 h.2)⟩
```

## A stable end member with a vertical tangent

With infinitely many phases the equivalence can fail. Take phases labelled by $0\le t\le1$, with composition $t^2$ and energy $-t$, so that they lie on the curve $E=-\sqrt{x}$. This is a mathematical example, not a model of a real material: the energy released per B atom when the phase forms from the end members at $x=0$ and $x=1$ is $1/\sqrt{x}-1$, which grows without bound as $x\to0$. Test the phase at $t=0$.

A mixture of mean composition zero satisfies $\sum_t w_t t^2=0$ with non-negative terms, so each term vanishes. Every phase in it has either $w_t=0$ or $t=0$. The mixture's energy is therefore $0$, equal to that of the tested phase, which is stable.

A supporting slope would need $0\le -t-\mu t^2$ for all $t$ in the interval. At $t=1/(1+|\mu|)$ we have $t-|\mu|t^2=t^2$, and hence

$$-t-\mu t^2\le -t+|\mu|t^2=-t^2<0,$$

a contradiction. The chord slopes to the right are $-1/t$, which have no minimum, so the choice made for a finite list is unavailable.

```lean
/-- For the continuum of phases with composition `t ^ 2` and energy `-t`, `0 ≤ t ≤ 1`, the
phase at `t = 0` is stable but has no supporting slope. -/
theorem stable_without_slope :
    IsStable (fun t : Set.Icc (0 : ℝ) 1 => (t : ℝ) ^ 2) (fun t => -(t : ℝ))
      ⟨0, le_rfl, zero_le_one⟩ ∧
    ¬ ∃ μ, IsSupportingSlope (fun t : Set.Icc (0 : ℝ) 1 => (t : ℝ) ^ 2)
      (fun t => -(t : ℝ)) ⟨0, le_rfl, zero_le_one⟩ μ := by
  constructor
  · rintro s w ⟨hw, _, hx⟩
    -- mean composition zero forces every term `w t * t ^ 2` to vanish
    have hz : ∀ t ∈ s, w t * (t : ℝ) ^ 2 = 0 :=
      (Finset.sum_eq_zero_iff_of_nonneg
        (fun t ht => mul_nonneg (hw t ht) (sq_nonneg (t : ℝ)))).1 (hx.trans (by norm_num))
    have hE : ∑ t ∈ s, w t * -(t : ℝ) = 0 := Finset.sum_eq_zero fun t ht => by
      rcases mul_eq_zero.1 (hz t ht) with h | h
      · rw [h, zero_mul]
      · have h' : (t : ℝ) = 0 := (pow_eq_zero_iff two_ne_zero).1 h
        rw [h', neg_zero, mul_zero]
    show -(0 : ℝ) ≤ ∑ t ∈ s, w t * -(t : ℝ)
    rw [hE, neg_zero]
  · rintro ⟨μ, h⟩
    have hp : 0 < 1 + |μ| := by linarith [abs_nonneg μ]
    -- a phase close enough to `t = 0` violates any proposed slope
    obtain ⟨t, ht0, ht1, ht⟩ : ∃ t : ℝ, 0 < t ∧ t ≤ 1 ∧ t * (1 + |μ|) = 1 :=
      ⟨(1 + |μ|)⁻¹, inv_pos.2 hp, inv_le_one_of_one_le₀ (by linarith [abs_nonneg μ]),
        inv_mul_cancel₀ hp.ne'⟩
    have h0 : -(0 : ℝ) - μ * 0 ^ 2 ≤ -t - μ * t ^ 2 := h ⟨t, ht0.le, ht1⟩
    have h1 : -|μ| * t ^ 2 ≤ μ * t ^ 2 :=
      mul_le_mul_of_nonneg_right (neg_abs_le μ) (sq_nonneg t)
    have h2 : t - |μ| * t ^ 2 = t ^ 2 := by linear_combination (-t) * ht
    have h3 : 0 < t ^ 2 := pow_pos ht0 2
    linarith

end BinaryHullStability
```

```lean
#print axioms BinaryHullStability.isStable_iff_exists_slope
#print axioms BinaryHullStability.isStable_iff_tieLines
#print axioms BinaryHullStability.stable_without_slope
```

```
'BinaryHullStability.isStable_iff_exists_slope' depends on axioms: [propext, Classical.choice, Quot.sound]
'BinaryHullStability.isStable_iff_tieLines' depends on axioms: [propext, Classical.choice, Quot.sound]
'BinaryHullStability.stable_without_slope' depends on axioms: [propext, Classical.choice, Quot.sound]
```
